# Below its lowest resonance, a sum of positive undamped oscillators has a concave Wemple-DiDomenico plot, straight only for a single resonance

## What a fitted line can hide

A Wemple-DiDomenico plot shows 1/(n² − 1) against squared photon frequency, where n is the refractive index. A straight-line fit returns one resonance and one strength, even when the material has several. Without knowing how several resonances bend the plot, one may blame an upward bend on a second resonance above the measured range. Two undamped resonances of positive strength, both above that range, cannot produce such a bend.

## Oscillators below their first resonance

Take finitely many undamped oscillators, at least one, with strengths f_j > 0 and resonances w_j > 0. At squared frequency u their response is

g(u) = Σ f_j/(w_j² − u).

Positive strengths stand for absorption from the ground state, and the w_j for sharp transition frequencies. The transparency window is 0 ≤ u < min w_j².

The step to a real material is the identification n² − 1 = g, which is an assumption: it leaves out damping, continuous absorption bands and lattice resonances below the measured range.

## The statement in words

In the window, 1/g is concave. It has the form A + Bu there if and only if all w_j are equal. Several oscillators at one frequency count as a single resonance.

In Lean, the finite nonempty type `ι` labels the oscillators, `f` and `w` give their strengths and resonances, and `response f w u` is g(u). `ConcaveOn ℝ (window w)` expresses concavity on the window, and `∀ i k, w i = w k` says that the resonances coincide. Frequencies may be read as energies with ħ = 1.

For a dielectric function computed as 1 plus a finite sum of such lossless poles, an upward bend in the window therefore signals an error or a negative strength. The theorem concerns exact straightness; it does not bound the spread of resonances behind a nearly straight plot.

## Tangents lie above the curve

For u and v in the window, write x_j = w_j² − u, y_j = w_j² − v, H = g(u), G = g(v) and S = Σ f_j/x_j². All x_j, y_j, H and G are positive. Since g′(u) = S, the slope of 1/g at u is −S/H².

Expand a sum of squares:

Σ (f_j/y_j)(G y_j/x_j − H)² = G² Σ f_j y_j/x_j² − 2GH Σ f_j/x_j + H² Σ f_j/y_j.

Because y_j = x_j − (v − u), the first sum on the right is H − (v − u)S. The other two are H and G, so the right side equals

G²H − G²(v − u)S − GH².

Division by G²H² gives

1/H − (S/H²)(v − u) − 1/G ≥ 0.

This is the height of the tangent at u above the curve at v.

For concavity, let m = au + bv with a, b ≥ 0 and a + b = 1. Average the tangent at m over the points u and v with weights a and b. The slope terms cancel, leaving

a/g(u) + b/g(v) ≤ 1/g(m).

## When the plot is straight

If the gap vanishes, then G y_j = H x_j for every j. Subtracting this for two oscillators i and k gives

(G − H)(w_i² − w_k²) = 0.

If w_i ≠ w_k, then G = H, hence y_i = x_i and u = v. With two different resonances, the curve thus lies strictly below each tangent away from contact, and no three distinct points of the plot are collinear. A straight plot contains three such points, at 0, at half the smallest w_j², and midway between them, so all resonances must coincide.

Conversely, if every w_j equals w₀, then

1/g(u) = (w₀² − u)/Σ f_j,

which is a straight line.

## A negative strength can reverse the bend

Take w₁² = 1, w₂² = 2, f₁ = 1 and f₂ = −1. Then

1/g(u) = (1 − u)(2 − u),

which is strictly convex on 0 ≤ u < 1. Here g is positive throughout the window, so positivity of g alone does not give concavity. This is an algebraic example, not the response of a material in its ground state.

## The Lean file

```lean
import Mathlib

namespace WempleDiDomenico

noncomputable section

variable {ι : Type*} [Fintype ι]

/-- The response `g(u) = ∑ f_j / (w_j² - u)` of oscillators with strengths `f_j` and
resonances `w_j` at squared frequency `u`, for `u` different from every `w_j²`. -/
def response (f w : ι → ℝ) (u : ℝ) : ℝ := ∑ j, f j / (w j ^ 2 - u)

/-- The transparency window: squared frequencies `u ≥ 0` below every `w_j²`. -/
def window (w : ι → ℝ) : Set ℝ := {u | 0 ≤ u ∧ ∀ j, u < w j ^ 2}

/-- The expression `-(∑ f_j / (w_j² - u)²) / g(u)²`, for `u` different from every `w_j²`
and `g(u) ≠ 0`. -/
def tangentSlope (f w : ι → ℝ) (u : ℝ) : ℝ :=
  -(∑ j, f j / (w j ^ 2 - u) ^ 2) / response f w u ^ 2

omit [Fintype ι] in
/-- The transparency window is convex. -/
theorem convex_window (w : ι → ℝ) : Convex ℝ (window w) := by
  have h : (window w).OrdConnected :=
    ⟨fun _ hu _ hv _ hm => ⟨hu.1.trans hm.1, fun j => hm.2.trans_lt (hv.2 j)⟩⟩
  exact h.convex

variable [Nonempty ι] {f w : ι → ℝ}

/-- With at least one oscillator and positive strengths, the response is positive in the
transparency window. -/
theorem response_pos (hf : ∀ j, 0 < f j) {u : ℝ} (hu : u ∈ window w) :
    0 < response f w u :=
  Finset.sum_pos (fun j _ => div_pos (hf j) (sub_pos.2 (hu.2 j))) Finset.univ_nonempty

/-- With positive strengths, `tangentSlope` is the derivative of `1/g` in the window. -/
theorem hasDerivAt_inv_response (hf : ∀ j, 0 < f j) {u : ℝ} (hu : u ∈ window w) :
    HasDerivAt (fun v => 1 / response f w v) (tangentSlope f w u) u := by
  have h : HasDerivAt (fun v => ∑ j, f j / (w j ^ 2 - v))
      (∑ j, f j / (w j ^ 2 - u) ^ 2) u := by
    refine HasDerivAt.fun_sum fun j _ => ?_
    exact ((hasDerivAt_const u (f j)).fun_div ((hasDerivAt_id' u).const_sub (w j ^ 2))
      (sub_pos.2 (hu.2 j)).ne').congr_deriv (by ring)
  exact ((hasDerivAt_const u (1 : ℝ)).fun_div h (response_pos hf hu).ne').congr_deriv
    (by simp only [tangentSlope, response]; ring)

/-- For positive strengths and `u`, `v` in the window, the height at `v` of the tangent
drawn at `u` above the curve `1/g` is a weighted sum of squares. -/
theorem tangent_gap (hf : ∀ j, 0 < f j) {u v : ℝ} (hu : u ∈ window w) (hv : v ∈ window w) :
    1 / response f w u + tangentSlope f w u * (v - u) - 1 / response f w v =
      (∑ j, f j / (w j ^ 2 - v) *
        (response f w v * (w j ^ 2 - v) / (w j ^ 2 - u) - response f w u) ^ 2) /
        (response f w u * response f w v) ^ 2 := by
  -- expand the squares under the sum, for arbitrary constants G and H
  have hsum : ∀ G H : ℝ,
      ∑ j, f j / (w j ^ 2 - v) * (G * (w j ^ 2 - v) / (w j ^ 2 - u) - H) ^ 2 =
        G ^ 2 * (response f w u - (v - u) * ∑ j, f j / (w j ^ 2 - u) ^ 2)
          - 2 * G * H * response f w u + H ^ 2 * response f w v := by
    intro G H
    simp only [response, Finset.mul_sum, ← Finset.sum_sub_distrib, ← Finset.sum_add_distrib]
    refine Finset.sum_congr rfl fun j _ => ?_
    have hx : w j ^ 2 - u ≠ 0 := (sub_pos.2 (hu.2 j)).ne'
    have hy : w j ^ 2 - v ≠ 0 := (sub_pos.2 (hv.2 j)).ne'
    have h : v - u = (w j ^ 2 - u) - (w j ^ 2 - v) := by ring
    rw [h]
    generalize w j ^ 2 - u = x at hx ⊢
    generalize w j ^ 2 - v = y at hy ⊢
    field_simp
    ring
  have hH := (response_pos hf hu).ne'
  have hG := (response_pos hf hv).ne'
  rw [hsum (response f w v) (response f w u), tangentSlope]
  generalize (∑ j, f j / (w j ^ 2 - u) ^ 2) = S
  generalize response f w u = H at hH ⊢
  generalize response f w v = G at hG ⊢
  field_simp
  ring

/-- For positive strengths, the curve `1/g` lies on or below each of its tangents in the
window. -/
theorem le_tangent (hf : ∀ j, 0 < f j) {u v : ℝ} (hu : u ∈ window w) (hv : v ∈ window w) :
    1 / response f w v ≤ 1 / response f w u + tangentSlope f w u * (v - u) := by
  rw [← sub_nonneg, tangent_gap hf hu hv]
  exact div_nonneg (Finset.sum_nonneg fun j _ =>
    mul_nonneg (div_pos (hf j) (sub_pos.2 (hv.2 j))).le (sq_nonneg _)) (sq_nonneg _)

/-- For positive strengths and positive resonances, two of which differ, the curve `1/g`
lies strictly below each tangent in the window, away from the point of contact. -/
theorem lt_tangent (hf : ∀ j, 0 < f j) (hw : ∀ j, 0 < w j) {i k : ι} (hik : w i ≠ w k)
    {u v : ℝ} (hu : u ∈ window w) (hv : v ∈ window w) (huv : u ≠ v) :
    1 / response f w v < 1 / response f w u + tangentSlope f w u * (v - u) := by
  have hH := response_pos hf hu
  have hG := response_pos hf hv
  -- the squares cannot all vanish
  obtain ⟨j, hj⟩ : ∃ j, response f w v * (w j ^ 2 - v) / (w j ^ 2 - u)
      - response f w u ≠ 0 := by
    by_contra hcon
    have hz : ∀ j, response f w v * (w j ^ 2 - v) = response f w u * (w j ^ 2 - u) :=
      fun j => (div_eq_iff (sub_pos.2 (hu.2 j)).ne').1
        (sub_eq_zero.1 (by_contra fun h => hcon ⟨j, h⟩))
    have h : (response f w v - response f w u) * ((w i - w k) * (w i + w k)) = 0 := by
      linear_combination hz i - hz k
    have hGH := (mul_eq_zero.1 h).resolve_right
      (mul_ne_zero (sub_ne_zero.2 hik) (add_pos (hw i) (hw k)).ne')
    have h0 : response f w v * (u - v) = 0 := by
      linear_combination hz i - (w i ^ 2 - u) * hGH
    exact mul_ne_zero hG.ne' (sub_ne_zero.2 huv) h0
  rw [← sub_pos, tangent_gap hf hu hv]
  refine div_pos (Finset.sum_pos' (fun l _ => ?_) ⟨j, Finset.mem_univ j, ?_⟩)
    (pow_pos (mul_pos hH hG) 2)
  · exact mul_nonneg (div_pos (hf l) (sub_pos.2 (hv.2 l))).le (sq_nonneg _)
  · exact mul_pos (div_pos (hf j) (sub_pos.2 (hv.2 j))) (sq_pos_of_ne_zero hj)

/-- If strengths and resonances are positive and three distinct points of the plot of `1/g`
in the window are collinear, then all resonances coincide. -/
theorem single_of_collinear (hf : ∀ j, 0 < f j) (hw : ∀ j, 0 < w j) {u v a b : ℝ}
    (hu : u ∈ window w) (hv : v ∈ window w) (huv : u ≠ v) (ha : 0 < a) (hb : 0 < b)
    (hab : a + b = 1)
    (hline : 1 / response f w (a * u + b * v) =
      a * (1 / response f w u) + b * (1 / response f w v)) :
    ∀ i k, w i = w k := by
  intro i k
  by_contra hik
  have hm := convex_window w hu hv ha.le hb.le hab
  simp only [smul_eq_mul] at hm
  obtain ⟨m, hmd⟩ : ∃ m, m = a * u + b * v := ⟨_, rfl⟩
  rw [← hmd] at hm hline
  have hmu : m ≠ u := by
    intro h
    have h0 : b * (v - u) = 0 := by linear_combination h - hmd - u * hab
    exact mul_ne_zero hb.ne' (sub_ne_zero.2 huv.symm) h0
  -- average the tangent inequalities at the middle point
  have h1 := mul_lt_mul_of_pos_left (lt_tangent hf hw hik hm hu hmu) ha
  have h2 := mul_le_mul_of_nonneg_left (le_tangent hf hm hv) hb.le
  have h3 : a * (1 / response f w m + tangentSlope f w m * (u - m)) +
      b * (1 / response f w m + tangentSlope f w m * (v - m)) = 1 / response f w m := by
    linear_combination (1 / response f w m - tangentSlope f w m * m) * hab
      - tangentSlope f w m * hmd
  linarith

/-- If there is at least one oscillator, all resonances equal `w₀` and the strengths are positive,
then in the window the response is the reciprocal of `(w₀² - u) / ∑ f_j`. -/
theorem response_single (hf : ∀ j, 0 < f j) {w₀ u : ℝ} (h : ∀ j, w j = w₀)
    (hu : u ∈ window w) : response f w u * ((w₀ ^ 2 - u) / ∑ j, f j) = 1 := by
  have hF : (∑ j, f j) ≠ 0 := (Finset.sum_pos (fun j _ => hf j) Finset.univ_nonempty).ne'
  have hy : w₀ ^ 2 - u ≠ 0 := by
    have h1 := hu.2 (Classical.arbitrary ι)
    rw [h] at h1
    exact (sub_pos.2 h1).ne'
  have hr : response f w u = (∑ j, f j) / (w₀ ^ 2 - u) := by
    simp only [response, h, Finset.sum_div]
  rw [hr]
  generalize (∑ j, f j) = F at hF ⊢
  field_simp

/-- For positive strengths and resonances, the Wemple-DiDomenico plot of `1/g` against `u`
is concave in the transparency window, and it is straight there if and only if all
resonances coincide. -/
theorem concave_and_straight_iff (hf : ∀ j, 0 < f j) (hw : ∀ j, 0 < w j) :
    ConcaveOn ℝ (window w) (fun u => 1 / response f w u) ∧
    ((∃ A B : ℝ, ∀ u ∈ window w, 1 / response f w u = A + B * u) ↔
      ∀ i k, w i = w k) := by
  refine ⟨⟨convex_window w, ?_⟩, ?_, ?_⟩
  · intro u hu v hv a b ha hb hab
    have hm := convex_window w hu hv ha hb hab
    simp only [smul_eq_mul] at hm ⊢
    obtain ⟨m, hmd⟩ : ∃ m, m = a * u + b * v := ⟨_, rfl⟩
    rw [← hmd] at hm ⊢
    have h1 := mul_le_mul_of_nonneg_left (le_tangent hf hm hu) ha
    have h2 := mul_le_mul_of_nonneg_left (le_tangent hf hm hv) hb
    have h3 : a * (1 / response f w m + tangentSlope f w m * (u - m)) +
        b * (1 / response f w m + tangentSlope f w m * (v - m)) = 1 / response f w m := by
      linear_combination (1 / response f w m - tangentSlope f w m * m) * hab
        - tangentSlope f w m * hmd
    linarith
  · rintro ⟨A, B, hAB⟩
    -- two points of the window: zero and half the smallest squared resonance
    obtain ⟨k, hk⟩ := Finite.exists_min w
    have hpos : 0 < w k ^ 2 := pow_pos (hw k) 2
    have h0 : (0 : ℝ) ∈ window w := ⟨le_rfl, fun j => pow_pos (hw j) 2⟩
    have hd : w k ^ 2 / 2 ∈ window w := by
      refine ⟨by positivity, fun j => ?_⟩
      have := pow_le_pow_left₀ (hw k).le (hk j) 2
      linarith
    have hab : (1 / 2 : ℝ) + 1 / 2 = 1 := by norm_num
    have hm := convex_window w h0 hd (by norm_num) (by norm_num) hab
    simp only [smul_eq_mul] at hm
    refine single_of_collinear hf hw h0 hd (by linarith [hpos] : (0 : ℝ) < w k ^ 2 / 2).ne
      (by norm_num) (by norm_num) hab ?_
    rw [hAB _ hm, hAB _ h0, hAB _ hd]
    ring
  · intro h
    let i := Classical.arbitrary ι
    refine ⟨w i ^ 2 / ∑ j, f j, -1 / ∑ j, f j, fun u hu => ?_⟩
    have h1 := response_single hf (fun j => h j i) hu
    rw [div_eq_iff (response_pos hf hu).ne']
    linear_combination -h1

end

end WempleDiDomenico
```

```lean
#print axioms WempleDiDomenico.hasDerivAt_inv_response
-- 'WempleDiDomenico.hasDerivAt_inv_response' depends on axioms: [propext, Classical.choice, Quot.sound]
#print axioms WempleDiDomenico.concave_and_straight_iff
-- 'WempleDiDomenico.concave_and_straight_iff' depends on axioms: [propext, Classical.choice, Quot.sound]
```

## From the square identity to the equivalence

`hasDerivAt_inv_response` computes the slope, and `tangent_gap` is the square identity. Its inner step `hsum` expands the squares for arbitrary G and H; `generalize` then turns denominators and sums into letters, so that `field_simp` and `ring` can finish the algebra.

`le_tangent` reads off the sign. `lt_tangent` finds a nonzero square by contradiction, with `linear_combination` doing the subtraction for i and k.

`single_of_collinear` averages one strict and one non-strict tangent inequality at the intermediate point. `response_single` treats equal resonances. `concave_and_straight_iff` repeats the averaging for concavity, uses `Finite.exists_min` to find the smallest resonance and hence the three points, and supplies A and B for the converse.
